# Basis changes that do not mix atoms: Löwdin populations are invariant under the orthogonal ones, Mulliken populations under all invertible ones

Comparing the atomic charges of a molecule from two calculations that place it in different orientations takes for granted that the populations do not depend on the choice of axes. Turning the axes replaces the functions px, py, pz on each atom by linear combinations of one another, and likewise within each d or f shell. If the functions of a shell are real spherical harmonics with a common radial part and a common normalisation, these combinations form an orthogonal matrix, and no function is mixed with one on another atom. For a finite real basis in which every function belongs to one atom, the theorems below show that such a change leaves both Löwdin and Mulliken populations as they were. Mulliken populations also survive non-orthogonal changes within an atom; Löwdin populations in general do not.

## Basis functions, atoms and populations

Let the basis functions χ_μ be real, with overlap matrix S, and let P be the density matrix, so that the electron density is

ρ(r) = Σ_μν P_μν χ_μ(r) χ_ν(r).

In the code, the finite type `n` labels the basis functions and `ι` labels the atoms.

In Lean 4 with Mathlib:

```lean
import Mathlib

open Matrix
open scoped MatrixOrder

noncomputable section

namespace PopulationInvariance

variable {n ι : Type*} [Fintype n] [DecidableEq n] [DecidableEq ι]
```

A map `atom : n → ι` assigns each function to its centre. The projector A of atom a is diagonal, with

A_μμ = 1 if χ_μ is centred on a, and A_μμ = 0 otherwise.

```lean
/-- The projector onto the basis functions centred on atom `a`: a diagonal matrix of
zeros and ones. -/
def atomProjector (atom : n → ι) (a : ι) : Matrix n n ℝ :=
  Matrix.diagonal fun μ => if atom μ = a then 1 else 0
```

The Mulliken population of atom a is

tr(A P S) = Σ_{μ on a} (P S)_μμ.

The definition accepts any real matrices S and P.

```lean
/-- The Mulliken population `tr (A P S)` of atom `a`. -/
def mulliken (atom : n → ι) (a : ι) (S P : Matrix n n ℝ) : ℝ :=
  (atomProjector atom a * P * S).trace
```

The Löwdin population uses the positive square root of the overlap:

tr(A S^(1/2) P S^(1/2)).

Here `CFC.sqrt S` is S^(1/2), the unique positive semidefinite matrix whose square is S, provided that S is itself positive semidefinite. Every overlap matrix of real functions has this property, including that of a linearly dependent basis, where S is singular.

```lean
/-- The Löwdin population `tr (A S^(1/2) P S^(1/2))` of atom `a`, for a positive
semidefinite overlap matrix `S`. -/
def lowdin (atom : n → ι) (a : ι) (S P : Matrix n n ℝ) : ℝ :=
  (atomProjector atom a * CFC.sqrt S * P * CFC.sqrt S).trace
```

## Commuting with the projector means not mixing

Let new functions be formed as

χ'_ν = Σ_μ χ_μ T_μν.

Since A is diagonal, the two products with T have the entries

(A T)_μν = A_μμ T_μν and (T A)_μν = T_μν A_νν.

They agree exactly when (A_μμ − A_νν) T_μν = 0 for all μ and ν. This is automatic if both functions are on atom a or neither is, and otherwise it requires T_μν = 0. The matrix may still mix functions of the other atoms among themselves.

The forward half of the proof reads off the entries (μ, ν) and (ν, μ) of the matrix equation. The reverse half runs through the four cases of which function is on atom a.

```lean
/-- A basis change commutes with the projector of atom `a` exactly when it does not mix
functions on that atom with functions on other atoms. -/
theorem commute_atomProjector_iff (atom : n → ι) (a : ι) (T : Matrix n n ℝ) :
    atomProjector atom a * T = T * atomProjector atom a ↔
      ∀ μ ν, atom μ = a → atom ν ≠ a → T μ ν = 0 ∧ T ν μ = 0 := by
  constructor
  · intro h μ ν hμ hν
    have h1 := congrFun (congrFun h μ) ν
    have h2 := congrFun (congrFun h ν) μ
    constructor
    · simpa [atomProjector, Matrix.diagonal_mul, Matrix.mul_diagonal, hμ, hν] using h1
    · simpa [atomProjector, Matrix.diagonal_mul, Matrix.mul_diagonal, hμ, hν] using h2.symm
  · intro h
    ext μ ν
    by_cases hμ : atom μ = a <;> by_cases hν : atom ν = a
    · simp [atomProjector, Matrix.diagonal_mul, Matrix.mul_diagonal, hμ, hν]
    · simp [atomProjector, Matrix.diagonal_mul, Matrix.mul_diagonal, hμ, hν, (h μ ν hμ hν).1]
    · simp [atomProjector, Matrix.diagonal_mul, Matrix.mul_diagonal, hμ, hν, (h ν μ hν hμ).2]
    · simp [atomProjector, Matrix.diagonal_mul, Matrix.mul_diagonal, hμ, hν]
```

## The square root rotates with the overlap

Under the change above, the overlap becomes TᵀST. Take T = U orthogonal and write R = S^(1/2). Because U is square, UᵀU = 1 also gives UUᵀ = 1, and

(UᵀRU)(UᵀRU) = UᵀR(UUᵀ)RU = UᵀRRU = UᵀSU.

Moreover, UᵀRU is positive semidefinite, since for every vector x

xᵀ(UᵀRU)x = (Ux)ᵀR(Ux) ≥ 0.

The positive square root is unique, so

(UᵀSU)^(1/2) = Uᵀ S^(1/2) U.

The theorem assumes only that S is positive semidefinite and U orthogonal; atoms play no part yet. `CFC.sqrt_unique` asks for the two facts just derived, the square and the positivity. The first is the `calc` block, and the second comes from `conjTranspose_mul_mul_same`, with the conjugate transpose of a real matrix read as its transpose.

```lean
/-- The square root of the overlap matrix rotates along with the overlap matrix under an
orthogonal basis change. -/
theorem sqrt_rotate {S U : Matrix n n ℝ} (hS : S.PosSemidef) (hU : Uᵀ * U = 1) :
    CFC.sqrt (Uᵀ * S * U) = Uᵀ * CFC.sqrt S * U := by
  have hU' : U * Uᵀ = 1 := mul_eq_one_comm.mp hU
  have hR : CFC.sqrt S * CFC.sqrt S = S :=
    CFC.sqrt_mul_sqrt_self S (Matrix.nonneg_iff_posSemidef.mpr hS)
  -- the rotated root is positive and squares to the rotated overlap
  refine CFC.sqrt_unique ?_ ?_
  · calc Uᵀ * CFC.sqrt S * U * (Uᵀ * CFC.sqrt S * U)
        = Uᵀ * CFC.sqrt S * (U * Uᵀ) * CFC.sqrt S * U := by simp only [Matrix.mul_assoc]
      _ = Uᵀ * (CFC.sqrt S * CFC.sqrt S) * U := by
          rw [hU', Matrix.mul_one]; simp only [Matrix.mul_assoc]
      _ = Uᵀ * S * U := by rw [hR]
  · have h := (Matrix.nonneg_iff_posSemidef.mp
      (CFC.sqrt_nonneg S)).conjTranspose_mul_mul_same U
    rw [Matrix.conjTranspose_eq_transpose_of_trivial] at h
    exact Matrix.nonneg_iff_posSemidef.mpr h
```

## Löwdin populations under orthogonal changes

The density stays the same function of r if the density matrix is replaced by T⁻¹P(T⁻¹)ᵀ. For an orthogonal U this is UᵀPU. With the rotated square root inserted, the new population is

tr(A · UᵀRU · UᵀPU · UᵀRU)
= tr(A UᵀR P R U)
= tr(U A UᵀR P R)
= tr(A U UᵀR P R)
= tr(A R P R).

The first equality cancels UUᵀ twice, the second is the cyclic property of the trace, the third uses UA = AU, and the last cancels UUᵀ once more.

In `lowdin_invariant`, `hS` says that S is positive semidefinite, `hU` that U is orthogonal, and `hA` that U commutes with the projector of the atom in question. P is arbitrary and need not be symmetric. That a rotation of the molecule supplies such a U is the physical input described at the start, and it enters as these hypotheses. After `sqrt_rotate` has been applied, the proof replaces the root and the projector by the letters `R` and `A` and follows the lines above.

```lean
/-- The Löwdin population of an atom is unchanged by an orthogonal basis change that
commutes with the projector of that atom. -/
theorem lowdin_invariant (atom : n → ι) (a : ι) {S U : Matrix n n ℝ} (P : Matrix n n ℝ)
    (hS : S.PosSemidef) (hU : Uᵀ * U = 1)
    (hA : atomProjector atom a * U = U * atomProjector atom a) :
    lowdin atom a (Uᵀ * S * U) (Uᵀ * P * U) = lowdin atom a S P := by
  have hU' : U * Uᵀ = 1 := mul_eq_one_comm.mp hU
  unfold lowdin
  rw [sqrt_rotate hS hU]
  generalize CFC.sqrt S = R
  generalize atomProjector atom a = A at hA ⊢
  calc (A * (Uᵀ * R * U) * (Uᵀ * P * U) * (Uᵀ * R * U)).trace
      = (A * Uᵀ * R * (U * Uᵀ) * P * (U * Uᵀ) * R * U).trace := by
        simp only [Matrix.mul_assoc]
    _ = (U * (A * Uᵀ * R * P * R)).trace := by
        rw [hU', Matrix.mul_one, Matrix.mul_one, Matrix.trace_mul_comm]
    _ = ((U * A) * Uᵀ * R * P * R).trace := by simp only [Matrix.mul_assoc]
    _ = (A * (U * Uᵀ) * R * P * R).trace := by rw [← hA]; simp only [Matrix.mul_assoc]
    _ = (A * R * P * R).trace := by rw [hU', Matrix.mul_one]
```

## Mulliken populations under invertible changes

No square root occurs here, so T need only be invertible. The inner factors cancel because

(T⁻¹)ᵀTᵀ = (T T⁻¹)ᵀ = 1,

and therefore

tr(A · T⁻¹P(T⁻¹)ᵀ · TᵀST)
= tr(A T⁻¹P S T)
= tr(T A T⁻¹P S)
= tr(A T T⁻¹P S)
= tr(A P S).

Again the trace is cycled once and T is moved through A. Invertibility appears as `IsUnit T.det`, which for a real matrix means a nonzero determinant. Nothing is asked of S or P. The `calc` block has the same steps, with `h2` as the cancellation of the inner factors.

```lean
/-- The Mulliken population of an atom is unchanged by any invertible basis change that
commutes with the projector of that atom, the density matrix transforming contragrediently. -/
theorem mulliken_invariant (atom : n → ι) (a : ι) {T : Matrix n n ℝ} (S P : Matrix n n ℝ)
    (hT : IsUnit T.det)
    (hA : atomProjector atom a * T = T * atomProjector atom a) :
    mulliken atom a (Tᵀ * S * T) (T⁻¹ * P * (T⁻¹)ᵀ) = mulliken atom a S P := by
  have h1 : T * T⁻¹ = 1 := Matrix.mul_nonsing_inv T hT
  have h2 : (T⁻¹)ᵀ * Tᵀ = 1 := by rw [← Matrix.transpose_mul, h1, Matrix.transpose_one]
  unfold mulliken
  generalize atomProjector atom a = A at hA ⊢
  calc (A * (T⁻¹ * P * (T⁻¹)ᵀ) * (Tᵀ * S * T)).trace
      = (A * T⁻¹ * P * ((T⁻¹)ᵀ * Tᵀ) * S * T).trace := by simp only [Matrix.mul_assoc]
    _ = (T * (A * T⁻¹ * P * S)).trace := by
        rw [h2, Matrix.mul_one, Matrix.trace_mul_comm]
    _ = ((T * A) * T⁻¹ * P * S).trace := by simp only [Matrix.mul_assoc]
    _ = (A * (T * T⁻¹) * P * S).trace := by rw [← hA]; simp only [Matrix.mul_assoc]
    _ = (A * P * S).trace := by rw [h1, Matrix.mul_one]
```

## Both schemes share out the same total

Each function belongs to exactly one atom, so the projectors add up to the identity, Σ_a A_a = 1. Summing over the atoms gives

Σ_a tr(A_a R P R) = tr(R P R) = tr(R R P) = tr(S P) = tr(P S),
Σ_a tr(A_a P S) = tr(P S).

For the density matrix of a molecule, tr(P S) is the number of electrons. The two schemes thus differ only in how they distribute it.

The statement takes the set of atoms to be finite. In the proof, `h1` is the resolution of the identity, checked entry by entry; the sum is then taken inside the trace.

```lean
/-- Summed over all atoms, the Löwdin and the Mulliken populations both give `tr (P S)`. -/
theorem sum_populations [Fintype ι] (atom : n → ι) {S : Matrix n n ℝ} (P : Matrix n n ℝ)
    (hS : S.PosSemidef) :
    ∑ a, lowdin atom a S P = (P * S).trace ∧ ∑ a, mulliken atom a S P = (P * S).trace := by
  have hR : CFC.sqrt S * CFC.sqrt S = S :=
    CFC.sqrt_mul_sqrt_self S (Matrix.nonneg_iff_posSemidef.mpr hS)
  -- the atomic projectors resolve the identity
  have h1 : ∑ a, atomProjector atom a = 1 := by
    ext μ ν
    by_cases h : μ = ν
    · subst h
      simp [atomProjector, Matrix.sum_apply]
    · simp [atomProjector, Matrix.sum_apply, h]
  constructor
  · simp only [lowdin, ← Matrix.trace_sum, ← Finset.sum_mul, h1, Matrix.one_mul]
    rw [Matrix.trace_mul_comm, ← Matrix.mul_assoc, hR, Matrix.trace_mul_comm]
  · simp only [mulliken, ← Matrix.trace_sum, ← Finset.sum_mul, h1, Matrix.one_mul]
```

## A positivity test for two functions

The next section shows by a two-function example that invertibility is not enough for Löwdin populations. It uses explicit square roots, which `CFC.sqrt_unique` accepts once they are known to be positive. For the symmetric matrix with rows (a, b) and (b, c), where a, b and c are now real numbers, the quadratic form is

q = a x₀² + 2b x₀x₁ + c x₁².

Multiplying by a and completing the square gives

a q = (a x₀ + b x₁)² + (ac − b²) x₁².

If a > 0 and b² < ac, then q > 0 whenever x₁ ≠ 0. If x₁ = 0 and x₀ ≠ 0, then q = a x₀² > 0. The proof makes the same case distinction on `x 1`.

```lean
/-- A real symmetric two-by-two matrix with positive leading entry and positive determinant
is positive definite. -/
theorem posDef_two {a b c : ℝ} (ha : 0 < a) (hd : b * b < a * c) :
    (!![a, b; b, c] : Matrix (Fin 2) (Fin 2) ℝ).PosDef := by
  rw [Matrix.posDef_iff_dotProduct_mulVec]
  refine ⟨Matrix.IsHermitian.ext fun i j => by fin_cases i <;> fin_cases j <;> simp, ?_⟩
  intro x hx
  have e : star x ⬝ᵥ (!![a, b; b, c] *ᵥ x)
      = a * x 0 ^ 2 + 2 * b * x 0 * x 1 + c * x 1 ^ 2 := by
    simp [Matrix.mulVec, dotProduct, Fin.sum_univ_two]
    ring
  rw [e]
  by_cases h1 : x 1 = 0
  · have h0 : x 0 ≠ 0 := fun h0 => hx (by ext i; fin_cases i <;> simp [h0, h1])
    rw [h1]
    have := mul_pos ha (pow_pos (abs_pos.mpr h0) 2)
    rw [sq_abs] at this
    linarith
  · -- complete the square after multiplying by `a`
    have h2 : 0 < x 1 ^ 2 := by positivity
    have h3 := mul_pos (sub_pos.mpr hd) h2
    refine pos_of_mul_pos_right (a := a) ?_ ha.le
    nlinarith [sq_nonneg (a * x 0 + b * x 1)]
```

## Rescaling one function changes its Löwdin population

Place function 0 on atom 0 and function 1 on atom 1, which is what `id` expresses as the assignment map. Writing matrices row by row, take

S = [[2, 3], [3, 5]], S^(1/2) = [[1, 1], [1, 2]], P = [[0, 0], [0, 1]].

The Löwdin population of atom 0 is the square of the off-diagonal entry of the root, which is 1. Now multiply function 0 by ten, so that T = [[10, 0], [0, 1]]. This T is diagonal and commutes with the projector. P is unchanged, since its only nonzero entry belongs to function 1, while

TᵀST = [[200, 30], [30, 5]], (TᵀST)^(1/2) = [[14, 2], [2, 1]].

The population of atom 0 is now 2² = 4.

The functions are not normalised, and tr(P S) = 5 both before and after. Scaled to a single electron, the population of atom 0 therefore rises from 0.2 to 0.8, although the electron density is the same and only the length of one basis function has changed. In this two-function model, Löwdin populations depend on the normalisation convention, so two programs with different conventions could report different values for the same density.

The step that fails is the one for the square root: TᵀRT squares to TᵀR(TTᵀ)RT, and here TTᵀ is not the identity.

The theorem states five facts together: S is positive definite, T is invertible, T commutes with the projector, and the two populations are 1 and 4. The proof confirms each root by squaring it and applying `posDef_two`, finds T⁻¹ by multiplication, and evaluates the traces numerically.

```lean
/-- For the particular overlap matrix `S` and density matrix `P` below, with one function on each of
two atoms, rescaling the first function by ten commutes with the projector of its atom but changes
the Löwdin population of that atom from 1 to 4. -/
theorem lowdin_not_invariant_rescaling :
    let S : Matrix (Fin 2) (Fin 2) ℝ := !![2, 3; 3, 5]
    let P : Matrix (Fin 2) (Fin 2) ℝ := !![0, 0; 0, 1]
    let T : Matrix (Fin 2) (Fin 2) ℝ := !![10, 0; 0, 1]
    S.PosDef ∧ IsUnit T.det ∧
      atomProjector id (0 : Fin 2) * T = T * atomProjector id (0 : Fin 2) ∧
      lowdin id (0 : Fin 2) S P = 1 ∧
      lowdin id (0 : Fin 2) (Tᵀ * S * T) (T⁻¹ * P * (T⁻¹)ᵀ) = 4 := by
  intro S P T
  have hS : CFC.sqrt S = !![1, 1; 1, 2] := by
    refine CFC.sqrt_unique ?_ (Matrix.nonneg_iff_posSemidef.mpr
      (posDef_two (by norm_num) (by norm_num)).posSemidef)
    ext i j
    fin_cases i <;> fin_cases j <;> norm_num [S, Matrix.mul_apply, Fin.sum_univ_two]
  have hS' : CFC.sqrt (Tᵀ * S * T) = !![14, 2; 2, 1] := by
    refine CFC.sqrt_unique ?_ (Matrix.nonneg_iff_posSemidef.mpr
      (posDef_two (by norm_num) (by norm_num)).posSemidef)
    ext i j
    fin_cases i <;> fin_cases j <;> norm_num [S, T, Matrix.mul_apply, Fin.sum_univ_two]
  have hT : T⁻¹ = !![1 / 10, 0; 0, 1] := by
    apply Matrix.inv_eq_right_inv
    ext i j
    fin_cases i <;> fin_cases j <;> norm_num [T, Matrix.mul_apply, Fin.sum_univ_two]
  refine ⟨posDef_two (by norm_num) (by norm_num), ?_, ?_, ?_, ?_⟩
  · norm_num [T, Matrix.det_fin_two]
  · ext i j
    fin_cases i <;> fin_cases j <;>
      norm_num [T, atomProjector, Matrix.diagonal_mul, Matrix.mul_diagonal]
  · rw [lowdin, hS]
    norm_num [P, atomProjector, Matrix.trace_fin_two, Matrix.mul_apply, Fin.sum_univ_two,
      Matrix.diagonal_apply]
  · have hTt : (T⁻¹)ᵀ = !![1 / 10, 0; 0, 1] := by
      rw [hT]
      ext i j
      fin_cases i <;> fin_cases j <;> simp [Matrix.transpose_apply]
    rw [lowdin, hS', hTt, hT]
    norm_num [P, atomProjector, Matrix.trace_fin_two, Matrix.mul_apply, Fin.sum_univ_two,
      Matrix.diagonal_apply]

end PopulationInvariance
```

```lean
#print axioms PopulationInvariance.lowdin_invariant
#print axioms PopulationInvariance.mulliken_invariant
#print axioms PopulationInvariance.sum_populations
#print axioms PopulationInvariance.lowdin_not_invariant_rescaling
```

```
'PopulationInvariance.lowdin_invariant' depends on axioms: [propext, Classical.choice, Quot.sound]
'PopulationInvariance.mulliken_invariant' depends on axioms: [propext, Classical.choice, Quot.sound]
'PopulationInvariance.sum_populations' depends on axioms: [propext, Classical.choice, Quot.sound]
'PopulationInvariance.lowdin_not_invariant_rescaling' depends on axioms: [propext, Classical.choice, Quot.sound]
```
